# For convex continuous energy curves on a closed bounded volume range, the largest energy difference equals the supremum of the enthalpy difference over all pressures

Two calculations of the same crystal, say with two density functionals, give two curves of energy against volume. Their disagreement is easily read off at fixed volume, but phase stability under load is decided at fixed pressure. How far apart can the two enthalpies be, and can a large energy difference disappear when volume is exchanged for pressure?

Let $E_1$ and $E_2$ be the curves on the volume range $[a,b]$. For a curve $E$ and a real pressure $P$, put

$$H(P)=\min_{V\in[a,b]}\,[E(V)+PV],$$

and write $H_1,H_2$ for the enthalpies of $E_1,E_2$. If both curves are convex and continuous, then

$$\sup_{P\in\mathbb R}|H_1(P)-H_2(P)|=\max_{V\in[a,b]}|E_1(V)-E_2(V)|.$$

For electronic structure, this turns a bound on total-energy errors into a sharp bound on enthalpy errors, in a static model with volume as the only variable. A constant added to one curve shifts its enthalpy by the same constant, so both sides of the equality depend on how the two energy zeros are aligned.

```lean
import Mathlib

open Set

namespace EnergyEnthalpyIsometry

noncomputable section
```

In Lean an energy curve is a function `ℝ → ℝ`, of which only the values on `Icc a b`, the closed interval, matter. The name `enthalpy` means the quantity already minimised over volume, not $E+PV$ at an arbitrary volume. It is defined as an infimum.

```lean
/-- The enthalpy at pressure `P`: the infimum of `E V + P V` over the volumes in `[a, b]`. -/
def enthalpy (E : ℝ → ℝ) (a b P : ℝ) : ℝ :=
  sInf ((fun V => E V + P * V) '' Icc a b)
```

One step to a real material is left to the user. For $P\ge0$ the enthalpy of a bound crystal is a minimum over all volumes, and agrees with $H(P)$ only when a minimising volume lies in $[a,b]$. Under tension, $P<0$, there is no minimum over all volumes, because $PV$ falls without limit while the energy levels off. Whenever no volume in $[a,b]$ is a minimiser over all volumes, $H(P)$ describes a sample held within the range.

Of the examples below that show a hypothesis at work, only the curve on $[1,3]$ is verified in Lean.

## A closed volume range containing at least one volume

The condition `a ≤ b` says that there is a volume to consider; a single volume, $a=b$, is allowed. A continuous function on a closed bounded interval attains its minimum, so some volume in the range realises $H(P)$. The proof applies this compactness argument to $E(V)+PV$, and `IsLeast` records that the infimum is an attained minimum.

```lean
variable {E E₁ E₂ : ℝ → ℝ} {a b V : ℝ}

/-- For a continuous energy curve on a nonempty volume range, the enthalpy is an attained
minimum of `E V + P V`. -/
theorem enthalpy_isLeast (hab : a ≤ b) (hE : ContinuousOn E (Icc a b)) (P : ℝ) :
    IsLeast ((fun V => E V + P * V) '' Icc a b) (enthalpy E a b P) := by
  have hc : ContinuousOn (fun V => E V + P * V) (Icc a b) := by fun_prop
  exact (isCompact_Icc.image_of_continuousOn hc).isLeast_sInf ((nonempty_Icc.2 hab).image _)
```

With no volumes there would be no largest energy difference. With a range unbounded above, even $E=0$ would have no finite enthalpy under tension, $P<0$.

## Convexity: each interior volume is an equilibrium volume

Physically, `ConvexOn ℝ (Icc a b) E` says that the pressure $-dE/dV$, where it exists, never rises on expansion: the bulk modulus is not negative. A typical binding curve turns concave at large expansion, so the range has to stop before that.

Take $a<V<b$. For $x<V<y$ in the range, convexity orders the chord slopes:

$$\frac{E(V)-E(x)}{V-x}\le\frac{E(y)-E(V)}{y-V}.$$

Let $m$ be the supremum of the left-hand slopes, which is finite because any right-hand slope bounds it. For $x<V$, the left slope is at most $m$, so $E(V)-E(x)\le m(V-x)$. For $y>V$, the right slope is at least $m$, so $E(y)-E(V)\ge m(y-V)$. Both say that $E(x)\ge E(V)+m(x-V)$ throughout the range. With $P=-m$,

$$E(V)+PV\le E(x)+Px\qquad\text{for all }x\in[a,b].$$

For a differentiable curve this is the usual $P=-E'(V)$; kinks are allowed here.

```lean
/-- For a convex energy curve, every interior volume minimises `E V + P V` at some
pressure `P`. -/
theorem exists_supporting_pressure (hconv : ConvexOn ℝ (Icc a b) E) (hV : V ∈ Ioo a b) :
    ∃ P : ℝ, ∀ x ∈ Icc a b, E V + P * V ≤ E x + P * x := by
  -- the pressure is minus the supremum of the slopes of chords to the left of `V`
  let S : Set ℝ := (fun x => (E V - E x) / (V - x)) '' Ico a V
  have hslope : ∀ y, V < y → y ≤ b → ∀ s ∈ S, s ≤ (E y - E V) / (y - V) := by
    rintro y hy hyb _ ⟨x, hx, rfl⟩
    exact hconv.slope_mono_adjacent ⟨hx.1, (hx.2.trans hV.2).le⟩
      ⟨(hV.1.trans hy).le, hyb⟩ hx.2 hy
  have hne : S.Nonempty := ⟨_, a, ⟨le_rfl, hV.1⟩, rfl⟩
  have hbdd : BddAbove S := ⟨_, hslope b hV.2 le_rfl⟩
  refine ⟨-sSup S, fun x hx => ?_⟩
  rcases lt_trichotomy x V with h | h | h
  · have h1 : (E V - E x) / (V - x) ≤ sSup S := le_csSup hbdd ⟨x, ⟨hx.1, h⟩, rfl⟩
    rw [div_le_iff₀ (sub_pos.2 h)] at h1
    nlinarith
  · rw [h]
  · have h1 : sSup S ≤ (E x - E V) / (x - V) := csSup_le hne (hslope x h hx.2)
    rw [le_div_iff₀ (sub_pos.2 h)] at h1
    nlinarith
```

In the proof, `S` is the set of left slopes, `hslope` is the slope inequality, and the pressure is `-sSup S`. The three cases place $x$ below, at or above $V$.

Convexity of only one of the two curves is not enough for the equality. On $[1,3]$ the curves $(V-1)(3-V)$ and $0$ differ by $1$ at $V=2$, yet their enthalpies agree at every pressure, as the last theorem shows. Interior volumes of the first curve are never equilibrium volumes, so their energies leave no trace in $H$.

## Continuity up to the ends of the range

Continuity says that the energy does not jump under a small change of volume. Convexity already ensures this inside the range, so the extra content concerns the ends. There the slope may be infinite, and perhaps no finite pressure makes the end volume an exact minimiser. One that does so up to any $\varepsilon>0$ is sufficient.

Take $V=a$. Choose $\delta>0$ so that $|E(x)-E(a)|<\varepsilon$ whenever $x-a<\delta$, let $w$ minimise $E$, and set $K=(E(a)-E(w))/\delta\ge0$. At pressure $P=K$:

- If $x-a<\delta$, then $E(x)+Kx\ge E(a)-\varepsilon+Ka$.
- If $x-a\ge\delta$, then $E(x)+Kx\ge E(w)+K\delta+Ka=E(a)+Ka$.

At $V=b$ the same argument works with the tension $P=-K$.

```lean
/-- Let the energy be continuous and let all volumes of the range lie on one side of `V`, the
side given by the sign `s`. Then at some pressure `V` minimises `E V + P V` up to `ε > 0`. -/
theorem exists_endpoint_pressure {s ε : ℝ} (hE : ContinuousOn E (Icc a b))
    (hV : V ∈ Icc a b) (hs : ∀ x ∈ Icc a b, |x - V| = s * (x - V)) (hε : 0 < ε) :
    ∃ P : ℝ, ∀ x ∈ Icc a b, E V + P * V - ε ≤ E x + P * x := by
  obtain ⟨δ, hδ, hclose⟩ := Metric.continuousOn_iff.1 hE V hV ε hε
  obtain ⟨w, hw, hmin⟩ := isCompact_Icc.exists_isMinOn ⟨V, hV⟩ hE
  have hwV : E w ≤ E V := hmin hV
  obtain ⟨K, hK, hKδ⟩ : ∃ K : ℝ, 0 ≤ K ∧ K * δ = E V - E w :=
    ⟨_, div_nonneg (sub_nonneg.2 hwV) hδ.le, div_mul_cancel₀ _ hδ.ne'⟩
  refine ⟨s * K, fun x hx => ?_⟩
  have key : s * K * x - s * K * V = K * |x - V| := by rw [hs x hx]; ring
  by_cases h : |x - V| < δ
  · -- near `V` continuity suffices
    have h1 := hclose x hx (by rwa [Real.dist_eq])
    rw [Real.dist_eq] at h1
    linarith [(abs_lt.1 h1).1, mul_nonneg hK (abs_nonneg (x - V))]
  · -- far from `V` the pressure term outweighs any gain in energy
    have h2 : E w ≤ E x := hmin hx
    linarith [mul_le_mul_of_nonneg_left (not_lt.1 h) hK]
```

The Lean lemma treats both ends together through the sign `s`, which is $1$ at $a$ and $-1$ at $b$; the pressure is `s * K`. Its two cases are the two bullets.

Without continuity at an end the equality can fail. On $[1,2]$ let $E_2=0$, and let $E_1$ be $0$ except for $E_1(2)=1$. Both are convex and differ by $1$ at $V=2$, but the infima of $E_i(V)+PV$ agree at every $P$.

## Pressures of both signs

The supremum runs over all real $P$, tension included. This is what allows every energy to be recovered from the enthalpy. By definition of the minimum, $H(P)-PV\le E(V)$ for each $P$. Conversely, the pressures found above give, for each $\varepsilon>0$, some $P$ with $H(P)-PV\ge E(V)-\varepsilon$. Hence

$$E(V)=\sup_{P\in\mathbb R}\,[H(P)-PV].$$

```lean
/-- A convex continuous energy curve is recovered from its enthalpy: at each volume of the
range, `E V` is the supremum over all pressures of `H P - P V`. -/
theorem energy_recovered (hE : ContinuousOn E (Icc a b)) (hconv : ConvexOn ℝ (Icc a b) E)
    (hV : V ∈ Icc a b) :
    IsLUB (range fun P : ℝ => enthalpy E a b P - P * V) (E V) := by
  have hab : a ≤ b := hV.1.trans hV.2
  constructor
  · rintro _ ⟨P, rfl⟩
    have h : enthalpy E a b P ≤ E V + P * V := (enthalpy_isLeast hab hE P).2 ⟨V, hV, rfl⟩
    show enthalpy E a b P - P * V ≤ E V
    linarith
  · intro M hM
    refine le_of_forall_pos_le_add fun ε hε => ?_
    obtain ⟨P, hP⟩ : ∃ P : ℝ, ∀ x ∈ Icc a b, E V + P * V - ε ≤ E x + P * x := by
      rcases eq_or_lt_of_le hV.1 with h | h
      · refine exists_endpoint_pressure (s := 1) hE hV (fun x hx => ?_) hε
        have h0 : 0 ≤ x - V := by linarith [hx.1]
        rw [abs_of_nonneg h0, one_mul]
      · rcases eq_or_lt_of_le hV.2 with h' | h'
        · refine exists_endpoint_pressure (s := -1) hE hV (fun x hx => ?_) hε
          have h0 : x - V ≤ 0 := by linarith [hx.2]
          rw [abs_of_nonpos h0, neg_one_mul]
        · obtain ⟨P, hP⟩ := exists_supporting_pressure hconv ⟨h, h'⟩
          exact ⟨P, fun x hx => by linarith [hP x hx]⟩
    obtain ⟨x, hx, hxe⟩ := (enthalpy_isLeast hab hE P).1
    have h1 : E x + P * x = enthalpy E a b P := hxe
    have h2 : enthalpy E a b P - P * V ≤ M := hM ⟨P, rfl⟩
    linarith [hP x hx]
```

`IsLUB` means least upper bound. The first half of the proof is the upper bound; the second splits on whether $V$ is $a$, $b$ or interior, and takes the pressure from the matching lemma.

Non-negative pressures alone would not be enough. On $[1,2]$ the curves $V-1$ and $2(V-1)$ both have enthalpy $P$ for every $P\ge0$, since $V=1$ is the minimiser, yet they differ by $1$ at $V=2$.

## Where convexity is needed, and where it is not

One direction holds for any continuous curves. Suppose $|E_1(V)-E_2(V)|\le D$ throughout the range, and let $x$ minimise $E_1(V)+PV$. Then

$$H_2(P)\le E_2(x)+Px\le E_1(x)+D+Px=H_1(P)+D.$$

Exchanging the curves gives $|H_1(P)-H_2(P)|\le D$.

```lean
/-- If two continuous energy curves differ by at most `D` at every volume of a nonempty range,
their enthalpies differ by at most `D` at every pressure. -/
theorem enthalpy_error_le {D : ℝ} (hab : a ≤ b) (h₁ : ContinuousOn E₁ (Icc a b))
    (h₂ : ContinuousOn E₂ (Icc a b)) (hD : ∀ V ∈ Icc a b, |E₁ V - E₂ V| ≤ D) (P : ℝ) :
    |enthalpy E₁ a b P - enthalpy E₂ a b P| ≤ D := by
  -- compare each minimum with the other curve at the same volume
  obtain ⟨x, hx, hxe⟩ := (enthalpy_isLeast hab h₁ P).1
  obtain ⟨y, hy, hye⟩ := (enthalpy_isLeast hab h₂ P).1
  have ex : E₁ x + P * x = enthalpy E₁ a b P := hxe
  have ey : E₂ y + P * y = enthalpy E₂ a b P := hye
  have lx : enthalpy E₂ a b P ≤ E₂ x + P * x := (enthalpy_isLeast hab h₂ P).2 ⟨x, hx, rfl⟩
  have ly : enthalpy E₁ a b P ≤ E₁ y + P * y := (enthalpy_isLeast hab h₁ P).2 ⟨y, hy, rfl⟩
  exact abs_le.2 ⟨by linarith [(abs_le.1 (hD x hx)).1], by linarith [(abs_le.1 (hD y hy)).2]⟩
```

In the code `x` and `y` are the minimisers for the two curves.

For the converse, let $V$ be a volume where $|E_1-E_2|$ reaches its maximum $D$, and let $M$ be any upper bound on $|H_1(P)-H_2(P)|$. For each $P$,

$$H_1(P)-PV\le H_2(P)-PV+M\le E_2(V)+M.$$

Taking the supremum over $P$ and using recovery for the convex curve $E_1$ gives $E_1(V)\le E_2(V)+M$. Exchanging the curves gives $E_2(V)\le E_1(V)+M$, so $D\le M$. No bound smaller than $D$ is possible.

```lean
/-- Energy-enthalpy isometry: for convex continuous energy curves on a nonempty volume range,
the maximum over volumes of `|E₁ - E₂|` exists and equals the supremum over all real pressures
of `|H₁ - H₂|`. -/
theorem energy_enthalpy_isometry (hab : a ≤ b)
    (h₁ : ContinuousOn E₁ (Icc a b)) (h₂ : ContinuousOn E₂ (Icc a b))
    (c₁ : ConvexOn ℝ (Icc a b) E₁) (c₂ : ConvexOn ℝ (Icc a b) E₂) :
    ∃ D : ℝ, IsGreatest ((fun V => |E₁ V - E₂ V|) '' Icc a b) D ∧
      IsLUB (range fun P : ℝ => |enthalpy E₁ a b P - enthalpy E₂ a b P|) D := by
  have hc : ContinuousOn (fun V => |E₁ V - E₂ V|) (Icc a b) := (h₁.sub h₂).abs
  obtain ⟨V, hV, hmax⟩ := isCompact_Icc.exists_isMaxOn (nonempty_Icc.2 hab) hc
  refine ⟨|E₁ V - E₂ V|, ⟨⟨V, hV, rfl⟩, ?_⟩, ?_, ?_⟩
  · rintro _ ⟨x, hx, rfl⟩
    exact hmax hx
  · rintro _ ⟨P, rfl⟩
    exact enthalpy_error_le hab h₁ h₂ (fun x hx => hmax hx) P
  · intro M hM
    have hM' : ∀ P : ℝ, |enthalpy E₁ a b P - enthalpy E₂ a b P| ≤ M := fun P => hM ⟨P, rfl⟩
    -- recover each energy from its enthalpy and compare with the other
    have e₁ : E₁ V ≤ E₂ V + M := by
      refine (energy_recovered h₁ c₁ hV).2 ?_
      rintro _ ⟨P, rfl⟩
      have h : enthalpy E₂ a b P - P * V ≤ E₂ V := (energy_recovered h₂ c₂ hV).1 ⟨P, rfl⟩
      show enthalpy E₁ a b P - P * V ≤ E₂ V + M
      linarith [(abs_le.1 (hM' P)).2]
    have e₂ : E₂ V ≤ E₁ V + M := by
      refine (energy_recovered h₂ c₂ hV).2 ?_
      rintro _ ⟨P, rfl⟩
      have h : enthalpy E₁ a b P - P * V ≤ E₁ V := (energy_recovered h₁ c₁ hV).1 ⟨P, rfl⟩
      show enthalpy E₂ a b P - P * V ≤ E₁ V + M
      linarith [(abs_le.1 (hM' P)).1]
    exact abs_le.2 ⟨by linarith, by linarith⟩
```

The theorem states that there is one number `D` with two properties: it is the greatest value of $|E_1-E_2|$ over the range (`IsGreatest`, so some volume attains it), and it is the least upper bound of $|H_1-H_2|$ over all real pressures (`IsLUB`, which need not be attained). In the proof, `e₁` and `e₂` are the two inequalities just derived.

## An interior maximum gives a finite worst pressure

If the largest energy difference occurs at an interior volume, written `V ∈ Ioo a b`, the supremum is attained. Suppose $E_1(V)\ge E_2(V)$, and choose $P$ so that $V$ minimises $E_1+PV$. Then $H_1(P)=E_1(V)+PV$, while $H_2(P)\le E_2(V)+PV$, so

$$H_1(P)-H_2(P)\ge E_1(V)-E_2(V).$$

The uniform bound gives the reverse inequality. If $E_2$ is the upper curve, exchange the two.

```lean
/-- If the energy difference of two convex continuous curves is largest at an interior volume,
then the enthalpy difference equals it at some finite pressure. -/
theorem exists_worst_pressure (h₁ : ContinuousOn E₁ (Icc a b)) (h₂ : ContinuousOn E₂ (Icc a b))
    (c₁ : ConvexOn ℝ (Icc a b) E₁) (c₂ : ConvexOn ℝ (Icc a b) E₂) (hV : V ∈ Ioo a b)
    (hmax : ∀ x ∈ Icc a b, |E₁ x - E₂ x| ≤ |E₁ V - E₂ V|) :
    ∃ P : ℝ, |enthalpy E₁ a b P - enthalpy E₂ a b P| = |E₁ V - E₂ V| := by
  have hab : a ≤ b := (hV.1.trans hV.2).le
  -- use the pressure that supports the upper curve at `V`
  have key : ∀ F G : ℝ → ℝ, ContinuousOn F (Icc a b) → ContinuousOn G (Icc a b) →
      ConvexOn ℝ (Icc a b) F →
      ∃ P : ℝ, F V - G V ≤ enthalpy F a b P - enthalpy G a b P := by
    intro F G hF hG cF
    obtain ⟨P, hP⟩ := exists_supporting_pressure cF hV
    obtain ⟨x, hx, hxe⟩ := (enthalpy_isLeast hab hF P).1
    have ex : F x + P * x = enthalpy F a b P := hxe
    have hg : enthalpy G a b P ≤ G V + P * V :=
      (enthalpy_isLeast hab hG P).2 ⟨V, ⟨hV.1.le, hV.2.le⟩, rfl⟩
    exact ⟨P, by linarith [hP x hx]⟩
  rcases le_total (E₂ V) (E₁ V) with h | h
  · obtain ⟨P, hP⟩ := key E₁ E₂ h₁ h₂ c₁
    refine ⟨P, le_antisymm (enthalpy_error_le hab h₁ h₂ hmax P) ?_⟩
    rw [abs_of_nonneg (sub_nonneg.2 h)]
    exact hP.trans (le_abs_self _)
  · obtain ⟨P, hP⟩ := key E₂ E₁ h₂ h₁ c₂
    refine ⟨P, le_antisymm (enthalpy_error_le hab h₁ h₂ hmax P) ?_⟩
    rw [abs_sub_comm (E₁ V), abs_sub_comm (enthalpy E₁ a b P), abs_of_nonneg (sub_nonneg.2 h)]
    exact hP.trans (le_abs_self _)
```

The local statement `key` is this computation for an upper curve `F` and a lower curve `G`, and the final case split decides which is which.

A maximum at an end may have no such pressure. On $[1,2]$ take $E_1(V)=-\sqrt{V-1}$ and $E_2(V)=-1$. The largest difference is $1$, at $V=1$, but for $P\ge\tfrac12$ the enthalpy difference is $1-1/(4P)$, and at lower pressures it is below $\tfrac12$.

## A barrier that the enthalpy cannot see

For the non-convex example, let $F\ge0$ on $[1,3]$ with $F(1)=F(3)=0$. Then $F(x)+Px\ge Px\ge\min(P,3P)$, with equality at $x=1$ if $P\ge0$ and at $x=3$ if $P\le0$. So the enthalpy is $\min(P,3P)$ whatever $F$ does in between.

```lean
/-- On the volume range `[1, 3]` the non-convex energy curve `(V - 1) (3 - V)` and the zero
curve have the same enthalpy at every pressure. -/
theorem nonconvex_same_enthalpy (P : ℝ) :
    enthalpy (fun V => (V - 1) * (3 - V)) 1 3 P = enthalpy (fun _ => 0) 1 3 P := by
  -- a nonnegative curve vanishing at both ends has its minimum at an end
  have key : ∀ F : ℝ → ℝ, F 1 = 0 → F 3 = 0 → (∀ x ∈ Icc (1 : ℝ) 3, 0 ≤ F x) →
      enthalpy F 1 3 P = min P (3 * P) := by
    intro F f1 f3 hF
    unfold enthalpy
    rcases le_total 0 P with h | h
    · rw [min_eq_left (by linarith)]
      refine IsLeast.csInf_eq ⟨⟨1, by norm_num, by simp [f1]⟩, ?_⟩
      rintro _ ⟨x, hx, rfl⟩
      show P ≤ F x + P * x
      nlinarith [hF x hx, mul_nonneg h (sub_nonneg.2 hx.1)]
    · rw [min_eq_right (by linarith)]
      refine IsLeast.csInf_eq ⟨⟨3, by norm_num, by simp [f3, mul_comm]⟩, ?_⟩
      rintro _ ⟨x, hx, rfl⟩
      show 3 * P ≤ F x + P * x
      nlinarith [hF x hx, mul_nonneg (neg_nonneg.2 h) (sub_nonneg.2 hx.2)]
  rw [key _ (by norm_num) (by norm_num)
      (fun x hx => mul_nonneg (sub_nonneg.2 hx.1) (sub_nonneg.2 hx.2)),
    key _ rfl rfl (fun _ _ => le_rfl)]

end

end EnergyEnthalpyIsometry
```

Here `key` is the formula for general $F$, split by the sign of $P$, and it is applied to both curves.

```lean
#print axioms EnergyEnthalpyIsometry.energy_enthalpy_isometry
#print axioms EnergyEnthalpyIsometry.exists_worst_pressure
#print axioms EnergyEnthalpyIsometry.nonconvex_same_enthalpy
```

```
'EnergyEnthalpyIsometry.energy_enthalpy_isometry' depends on axioms: [propext, Classical.choice, Quot.sound]
'EnergyEnthalpyIsometry.exists_worst_pressure' depends on axioms: [propext, Classical.choice, Quot.sound]
'EnergyEnthalpyIsometry.nonconvex_same_enthalpy' depends on axioms: [propext, Classical.choice, Quot.sound]
```
